# At a fixed sample budget, more equal stages lower the summed error of Gaussian free-energy perturbation towards a positive limit

## Energy difference, stages and summed error

Let $u$ be the energy difference between target and reference. In the reference ensemble it is Gaussian with mean $m$ and variance $v>0$. Let $\beta\neq0$ be the inverse temperature, and put $x=\beta^2v$. The coupling is linear: at coupling $l$ the potential is the reference potential plus $l\,u$.

With $K\ge1$ equal stages, stage $k=0,\dots,K-1$ samples at $l=k/K$ and averages $e^{-bu}$, where $b=\beta/K$. Each stage receives $N/K$ of the $N>0$ samples. Its relative variance is the variance of $e^{-bu}$ divided by the squared mean. The summed error $E_K$ adds relative variance$/(N/K)$ over the stages.

## Closed form, bounds and limit

$$E_K=\frac{K^2}{N}\left(e^{x/K^2}-1\right),\qquad \frac xN<E_K<\frac xN\,e^{x/K^2}.$$

For fixed $N$, $E_K$ strictly decreases over integers $K\ge1$ and tends to $x/N$.

Take $x=4$ and $N=1000$:

| $K$ | samples per stage | $E_K$ |
|---|---|---|
| 1 | 1000 | $(e^4-1)/1000\approx0.0536$ |
| 2 | 500 | $4(e-1)/1000\approx0.00687$ |
| 4 | 250 | $16(e^{1/4}-1)/1000\approx0.00454$ |

The limit is $0.004$.

## Choosing the number of windows

A code that uses one-sided exponential averaging over evenly spaced windows has to choose $K$. Let $\Delta F$ be the free-energy difference between target and reference. For independent samples and fixed $K$, $E_K$ is the leading-order variance of the estimate of $\beta\Delta F$ as $N$ grows. In this Gaussian model with no cost per window, the formula shows how much a further subdivision can gain: once $K^2\ge x$, the error is at most $(e-1)\,x/N$, so further subdivision lowers it by less than a factor $e-1\approx1.72$.

## From Gaussian averages to the limit

Completing the square,
$$tu-\frac{(u-m)^2}{2v}=-\frac{(u-m-vt)^2}{2v}+mt+\frac{vt^2}{2}.$$
Integration gives $\langle e^{tu}\rangle=e^{mt+vt^2/2}$. With $t=-l\beta$, the same identity shows that reweighting by $e^{-l\beta u}$ shifts the mean to $m-l\beta v$ and keeps the variance.

Stage $k$ therefore has mean $m_k=m-kbv$ and average
$$e^{-bm_k+b^2v/2}=e^{-bm+(k+1/2)b^2v}.$$
Since $\sum_{k=0}^{K-1}(k+\tfrac12)=K^2/2$, the stage averages multiply to $e^{-\beta m+\beta^2v/2}$, the one-step perturbation average. Staging targets the same quantity.

The relative variance of a stage is
$$\frac{\langle e^{-2bu}\rangle}{\langle e^{-bu}\rangle^2}-1=\frac{e^{-2bm_k+2b^2v}}{e^{-2bm_k+b^2v}}-1=e^{b^2v}-1.$$
The mean cancels, so all stages contribute equally. Multiplying by $K$ and dividing by $N/K$ gives the closed form.

Now put $y=x/K^2>0$, so that
$$E_K=\frac xN\,\frac{e^y-1}{y}.$$
The quotient is the slope of the secant of $\exp$ from $0$ to $y$. Strict convexity makes it strictly increasing in $y$, and $y$ falls as $K$ grows, so $E_K$ strictly decreases.

For the bounds, $1+y<e^y$ gives $y<e^y-1$. Multiplying $1-y<e^{-y}$ by $e^y$ gives $e^y-1<ye^y$. Multiplying both by $K^2/N$ gives the two-sided bound. As $K\to\infty$, $e^{x/K^2}\to1$, and squeezing gives the limit.

## The Lean file

```lean
import Mathlib

open MeasureTheory ProbabilityTheory Filter Topology
open scoped NNReal

namespace StagedGaussianPerturbation

noncomputable section

/-- The distribution of the energy difference at coupling `l`, when it is Gaussian with mean `m`
and variance `v` in the reference ensemble: the mean is shifted by `-l β v`. -/
def coupledEnsemble (β m : ℝ) (v : ℝ≥0) (l : ℝ) : Measure ℝ :=
  gaussianReal (m - l * β * v) v

/-- The relative variance of the Boltzmann factor `exp (-b u)` when `u` is distributed
according to `μ`. -/
def relVariance (μ : Measure ℝ) (b : ℝ) : ℝ :=
  ((∫ u, Real.exp (-b * u) ^ 2 ∂μ) - (∫ u, Real.exp (-b * u) ∂μ) ^ 2) /
    (∫ u, Real.exp (-b * u) ∂μ) ^ 2

/-- The summed error of `K` equal stages sharing `N` samples: each stage contributes its relative
variance divided by its `N / K` samples. -/
def stagedError (β m : ℝ) (v : ℝ≥0) (N : ℝ) (K : ℕ) : ℝ :=
  ∑ k ∈ Finset.range K,
    relVariance (coupledEnsemble β m v ((k : ℝ) / K)) (β / K) / (N / K)

/-- Reweighting the Gaussian reference density by `exp (-l β u)` gives, up to a constant factor,
the Gaussian density with mean `m - l β v` and the same variance. -/
theorem reweighted_density (β m l u : ℝ) (v : ℝ≥0) :
    gaussianPDFReal m v u * Real.exp (-(l * β) * u) =
      Real.exp (-(l * β) * m + v * (l * β) ^ 2 / 2) *
        gaussianPDFReal (m - l * β * v) v u := by
  rcases eq_or_ne v 0 with rfl | hv
  · simp [gaussianPDFReal]
  have hv' : (v : ℝ) ≠ 0 := by exact_mod_cast hv
  -- complete the square in the exponent
  have key : Real.exp (-(u - m) ^ 2 / (2 * v)) * Real.exp (-(l * β) * u) =
      Real.exp (-(l * β) * m + v * (l * β) ^ 2 / 2) *
        Real.exp (-(u - (m - l * β * v)) ^ 2 / (2 * v)) := by
    rw [← Real.exp_add, ← Real.exp_add]
    congr 1
    field_simp
    ring
  unfold gaussianPDFReal
  linear_combination (√(2 * Real.pi * v))⁻¹ * key

/-- The average of `exp (t u)` over a Gaussian energy difference. -/
theorem gaussian_average (m t : ℝ) (v : ℝ≥0) :
    ∫ u, Real.exp (t * u) ∂(gaussianReal m v) = Real.exp (m * t + v * t ^ 2 / 2) :=
  mgf_gaussianReal (p := gaussianReal m v) (X := id) Measure.map_id t

/-- The product of the stage averages equals the average of the full Boltzmann factor in the
reference ensemble. -/
theorem prod_stage_averages (β m : ℝ) (v : ℝ≥0) {K : ℕ} (hK : 0 < K) :
    ∏ k ∈ Finset.range K,
        ∫ u, Real.exp (-(β / K) * u) ∂(coupledEnsemble β m v ((k : ℝ) / K)) =
      ∫ u, Real.exp (-β * u) ∂(gaussianReal m v) := by
  have hK' : (K : ℝ) ≠ 0 := by exact_mod_cast hK.ne'
  -- the first n stages carry the system to coupling n / K
  have h : ∀ n : ℕ, ∏ k ∈ Finset.range n,
        ∫ u, Real.exp (-(β / K) * u) ∂(coupledEnsemble β m v ((k : ℝ) / K)) =
      Real.exp (-m * (n * (β / K)) + v * (n * (β / K)) ^ 2 / 2) := by
    intro n
    induction n with
    | zero => simp
    | succ n ih =>
      rw [Finset.prod_range_succ, ih, coupledEnsemble, gaussian_average, ← Real.exp_add]
      congr 1
      push_cast
      ring
  have hc : (K : ℝ) * (β / K) = β := by field_simp
  rw [h K, hc, gaussian_average]
  congr 1
  ring

/-- For a Gaussian energy difference of variance `v`, the relative variance of `exp (-b u)` is
`exp (b² v) - 1`. -/
theorem relVariance_gaussian (m b : ℝ) (v : ℝ≥0) :
    relVariance (gaussianReal m v) b = Real.exp (b ^ 2 * v) - 1 := by
  have hsq : ∀ u : ℝ, Real.exp (-b * u) ^ 2 = Real.exp (-(2 * b) * u) := by
    intro u
    rw [sq, ← Real.exp_add]
    congr 1
    ring
  have hexp : ∀ a c d : ℝ, a = c + 2 * d → Real.exp a = Real.exp c * Real.exp d ^ 2 := by
    intro a c d h
    rw [h, Real.exp_add, two_mul, Real.exp_add, sq]
  simp only [relVariance, hsq, gaussian_average]
  -- the second moment is exp (b² v) times the squared mean
  rw [hexp (m * -(2 * b) + v * (-(2 * b)) ^ 2 / 2) (b ^ 2 * v)
    (m * -b + v * (-b) ^ 2 / 2) (by ring)]
  have hP : Real.exp (m * -b + v * (-b) ^ 2 / 2) ^ 2 ≠ 0 :=
    pow_ne_zero 2 (Real.exp_pos _).ne'
  rw [sub_div, mul_div_assoc, div_self hP, mul_one]

/-- The summed error of `K` stages is `(K² / N) (exp (x / K²) - 1)` with `x = β² v`. -/
theorem stagedError_eq (β m : ℝ) (v : ℝ≥0) (N : ℝ) (K : ℕ) :
    stagedError β m v N K =
      (K : ℝ) ^ 2 / N * (Real.exp (β ^ 2 * v / (K : ℝ) ^ 2) - 1) := by
  have he : (β / K) ^ 2 * (v : ℝ) = β ^ 2 * v / (K : ℝ) ^ 2 := by ring
  simp only [stagedError, coupledEnsemble, relVariance_gaussian, he, Finset.sum_const,
    Finset.card_range, nsmul_eq_mul, div_div_eq_mul_div]
  ring

/-- For `β ≠ 0`, `v > 0`, `N > 0` and `K ≥ 1` stages, the summed error lies strictly between `x / N`
and `(x / N) exp (x / K²)`, where `x = β² v`. -/
theorem stagedError_bounds {β N : ℝ} {v : ℝ≥0} (m : ℝ) (hβ : β ≠ 0) (hv : 0 < v)
    (hN : 0 < N) {K : ℕ} (hK : 0 < K) :
    β ^ 2 * v / N < stagedError β m v N K ∧
      stagedError β m v N K < β ^ 2 * v / N * Real.exp (β ^ 2 * v / (K : ℝ) ^ 2) := by
  have hv' : (0 : ℝ) < v := by exact_mod_cast hv
  have hK' : (0 : ℝ) < K := by exact_mod_cast hK
  rw [stagedError_eq]
  have hx : 0 < β ^ 2 * (v : ℝ) := by positivity
  generalize β ^ 2 * (v : ℝ) = x at hx ⊢
  have hxy : x / N = (K : ℝ) ^ 2 / N * (x / (K : ℝ) ^ 2) := by field_simp
  have hy : 0 < x / (K : ℝ) ^ 2 := by positivity
  have hc : 0 < (K : ℝ) ^ 2 / N := by positivity
  rw [hxy]
  generalize x / (K : ℝ) ^ 2 = y at hy ⊢
  constructor
  · have h := Real.add_one_lt_exp hy.ne'
    exact mul_lt_mul_of_pos_left (by linarith) hc
  · -- multiply 1 - y < exp (-y) by exp y
    have h := Real.add_one_lt_exp (neg_ne_zero.mpr hy.ne')
    have h1 : Real.exp y * Real.exp (-y) = 1 := by
      rw [← Real.exp_add, add_neg_cancel, Real.exp_zero]
    have h2 := mul_lt_mul_of_pos_left h (Real.exp_pos y)
    rw [mul_assoc]
    exact mul_lt_mul_of_pos_left (by linarith) hc

/-- For `β ≠ 0`, `v > 0` and a fixed budget of `N > 0` samples, the summed error strictly decreases
with the number of stages `K ≥ 1` and tends to `β² v / N`. -/
theorem stagedError_strictAnti_and_tendsto {β N : ℝ} {v : ℝ≥0} (m : ℝ) (hβ : β ≠ 0)
    (hv : 0 < v) (hN : 0 < N) :
    StrictAntiOn (stagedError β m v N) (Set.Ici 1) ∧
      Tendsto (stagedError β m v N) atTop (𝓝 (β ^ 2 * v / N)) := by
  have hv' : (0 : ℝ) < v := by exact_mod_cast hv
  have hx : 0 < β ^ 2 * (v : ℝ) := by positivity
  constructor
  · intro K hK L hL hKL
    have hK' : (0 : ℝ) < K := by exact_mod_cast (Set.mem_Ici.mp hK)
    have hKL' : (K : ℝ) < L := by exact_mod_cast hKL
    have hL' : (0 : ℝ) < L := hK'.trans hKL'
    rw [stagedError_eq, stagedError_eq]
    generalize β ^ 2 * (v : ℝ) = x at hx ⊢
    -- the error is x / N times the slope of a secant of exp through 0
    have rep : ∀ M : ℝ, 0 < M → M ^ 2 / N * (Real.exp (x / M ^ 2) - 1) =
        x / N * ((Real.exp (x / M ^ 2) - 1) / (x / M ^ 2)) := by
      intro M hM
      generalize Real.exp (x / M ^ 2) - 1 = e
      field_simp
    have hlt : x / (L : ℝ) ^ 2 < x / (K : ℝ) ^ 2 :=
      div_lt_div_of_pos_left hx (by positivity) (by nlinarith)
    have hyL : 0 < x / (L : ℝ) ^ 2 := by positivity
    have h := strictConvexOn_exp.secant_strict_mono (Set.mem_univ 0) (Set.mem_univ _)
      (Set.mem_univ _) hyL.ne' (hyL.trans hlt).ne' hlt
    simp only [Real.exp_zero, sub_zero] at h
    rw [rep L hL', rep K hK']
    exact mul_lt_mul_of_pos_left h (div_pos hx hN)
  · -- squeeze between the two bounds
    have h0 : Tendsto (fun K : ℕ => β ^ 2 * (v : ℝ) / (K : ℝ) ^ 2) atTop (𝓝 0) :=
      tendsto_const_nhds.div_atTop
        ((tendsto_pow_atTop two_ne_zero).comp tendsto_natCast_atTop_atTop)
    have hup := ((Real.continuous_exp.tendsto 0).comp h0).const_mul (β ^ 2 * (v : ℝ) / N)
    rw [Real.exp_zero, mul_one] at hup
    refine tendsto_of_tendsto_of_tendsto_of_le_of_le' tendsto_const_nhds hup ?_ ?_
    · filter_upwards [eventually_gt_atTop 0] with K hK
      exact (stagedError_bounds m hβ hv hN hK).1.le
    · filter_upwards [eventually_gt_atTop 0] with K hK
      exact (stagedError_bounds m hβ hv hN hK).2.le

end

end StagedGaussianPerturbation
```

```lean
#print axioms StagedGaussianPerturbation.reweighted_density
#print axioms StagedGaussianPerturbation.prod_stage_averages
#print axioms StagedGaussianPerturbation.stagedError_strictAnti_and_tendsto
```

```
'StagedGaussianPerturbation.reweighted_density' depends on axioms: [propext, Classical.choice, Quot.sound]
'StagedGaussianPerturbation.prod_stage_averages' depends on axioms: [propext, Classical.choice, Quot.sound]
'StagedGaussianPerturbation.stagedError_strictAnti_and_tendsto' depends on axioms: [propext, Classical.choice, Quot.sound]
```

## What is derived and what is assumed

`coupledEnsemble` is the shifted Gaussian as a measure; `reweighted_density` justifies the shift at the level of densities. `relVariance` is defined by integrals, and `stagedError` sums over `Finset.range K`, so the closed form `stagedError_eq` is derived from the stage definition. The type `ℝ≥0` makes $v$ nonnegative, and `Set.Ici 1` restricts the decrease to $K\ge1$.

`gaussian_average` takes the exponential average from Mathlib's moment generating function. `prod_stage_averages` proves the product by induction over the first $n$ stages, and `relVariance_gaussian` cancels the squared mean. `stagedError_bounds` uses the two exponential inequalities. The final theorem gets the decrease from `secant_strict_mono` and the limit from the squeeze.

Gaussian statistics are a hypothesis, as is the rule that errors add as relative variance over sample count; no estimator or random sample appears in the file. $N$ is a positive real, so $N/K$ need not be an integer. For $K>N$ a stage would receive less than one sample, so the limit $K\to\infty$ at fixed $N$ is a property of the formula, not of runs that can be carried out. Correlated samples and equilibration time per window are absent from the model, and with them the practical costs that can make a large $K$ unfavourable.
